# Completeness of an orthonormal eigenbasis of a real Hamiltonian matrix in a finite basis

Let a real Hamiltonian matrix `H` over a finite set of basis functions have orthonormal eigenvectors `v k`, as many as there are basis functions. The theorem says that the projectors on these states sum to the identity: for all basis indices `i` and `j`, the sum over `k` of `v k i * v k j` is 1 if `i = j` and 0 otherwise. The attempt puts the vectors in the rows of a square matrix V and reads orthonormality as V Vᵀ = 1. It then exchanges the factors to get Vᵀ V = 1, whose `i`, `j` entry is the claim; the eigenvalue equation is not needed.

In Lean, a first try:

```lean
import Mathlib

open Matrix

namespace Complete

noncomputable section

variable {n : Type*} [Fintype n] [DecidableEq n]

/-- The vectors `v k` are orthonormal eigenvectors of the Hamiltonian matrix `H` with
energies `E k`, one for each basis function. -/
structure IsEigenbasis (H : Matrix n n ℝ) (E : n → ℝ) (v : n → n → ℝ) : Prop where
  orthonormal : ∀ k l, v k ⬝ᵥ v l = if k = l then 1 else 0
  eigen : ∀ k, H *ᵥ v k = E k • v k

/-- Completeness: the projectors on the states of an orthonormal eigenbasis sum to one. -/
theorem IsEigenbasis.complete {H : Matrix n n ℝ} {E : n → ℝ} {v : n → n → ℝ}
    (h : IsEigenbasis H E v) (i j : n) :
    ∑ k, v k i * v k j = if i = j then 1 else 0 := by
  have h1 : Matrix.of v * (Matrix.of v)ᵀ = 1 := by
    ext k l
    simpa [Matrix.mul_apply, Matrix.one_apply, dotProduct] using h.orthonormal k l
  have h2 := congrFun (congrFun (mul_eq_one_comm.mp h1) i) j
  simpa [Matrix.mul_apply, Matrix.one_apply] using h2

end

end Complete
```

Lean reports:

```
Main.lean:24:22: error: Application type mismatch: The argument
  congrFun (mul_eq_one_comm.mp ?m.84) i
has type
  (?m.81 * ?m.80) i = 1 i
but is expected to have type
  ?m.71 = ?m.72
in the application
  congrFun (congrFun (mul_eq_one_comm.mp ?m.84) i)
Main.lean:20:48: error: stuck at solving universe constraint
  ?u.79 + 1 =?= imax (u_1 + 1) ?u.77
while trying to unify
  Eq.{imax (u_1 + 1) ?u.77} (HMul.hMul.{?u.79, ?u.79, ?u.79} ?m.81 ?m.80) (OfNat.ofNat.{?u.79} 1) : Prop
with
  Eq.{?u.79 + 1} (HMul.hMul.{?u.79, ?u.79, ?u.79} ?m.81 ?m.80) (OfNat.ofNat.{?u.79} 1) : Prop
```

After these edits no error is left:

```diff
@@ -22,6 +22,7 @@
     ext k l
     simpa [Matrix.mul_apply, Matrix.one_apply, dotProduct] using h.orthonormal k l
-  have h2 := congrFun (congrFun (mul_eq_one_comm.mp h1) i) j
-  simpa [Matrix.mul_apply, Matrix.one_apply] using h2
+  have h2 : (Matrix.of v)ᵀ * Matrix.of v = 1 := mul_eq_one_comm.mp h1
+  have h3 := congrFun (congrFun h2 i) j
+  simpa [Matrix.mul_apply, Matrix.one_apply] using h3
 
 end
```

Cause. Both errors come from the line that exchanges the factors and takes an entry in one expression. `congrFun` needs an equality of functions, but `mul_eq_one_comm` is stated for a general type with multiplication. Lean has not yet used `h1` to learn that this type is a matrix type: the messages show `?m.84` in its place and unknown factors `?m.81` and `?m.80`.

The first message says that the inner `congrFun` yields an equality of values at `i` which Lean cannot match with the equality of functions the outer one expects. The second says that Lean cannot match the universe of the unknown type with that of a function type, since both levels still contain unknowns.

The repair states the type of `h2` in full, Vᵀ V = 1, so the matrices are known when `mul_eq_one_comm.mp h1` is checked. `congrFun` is then applied to `h2` in a separate step, where Lean can unfold the matrix type to a function of two indices. The entry is now called `h3`, and the last line changes only to use that name.
